# The energy jump that pointwise slopes miss at a density threshold

A program that evaluates a density functional on a grid may skip points where the density is very small. When a nucleus moves, the density at a fixed grid point can rise through the cutoff, and that point's contribution is then switched on. A force routine that differentiates the active formula sees a slope on either side of the cutoff. Does integrating this slope give back the energy difference?

Take one grid point and one nuclear coordinate $R$. Let $n(R)$ be the density there, $d$ the threshold, and $f$ the energy contribution as a function of the density, with the point's quadrature weight, taken as fixed, included.

```lean
import Mathlib

open MeasureTheory intervalIntegral Set Filter Topology

namespace DensityThreshold

noncomputable section
```

The program's energy $E(R)$ is $f(n(R))$ when $n(R)\ge d$ and zero otherwise.

```lean
/-- The energy with a density threshold: `f (n R)` where the density `n R` is at least `d`,
and zero where it is smaller. -/
def cutEnergy (f n : ℝ → ℝ) (d R : ℝ) : ℝ := if d ≤ n R then f (n R) else 0
```

The coded slope $s(R)$ is $f'(n(R))\,n'(R)$ when $n(R)\ge d$ and zero otherwise. The corresponding force is $-s(R)$.

```lean
/-- The slope coded as an analytic derivative: the chain rule where the density is at least `d`,
and zero where it is smaller. -/
def analyticSlope (f n : ℝ → ℝ) (d R : ℝ) : ℝ :=
  if d ≤ n R then deriv f (n R) * deriv n R else 0
```

Two auxiliary functions help: the clamped energy $\bar E(R)=f(\max(n(R),d))$,

```lean
/-- The energy evaluated with the density held at `d` wherever it would fall below `d`. -/
def clampedEnergy (f n : ℝ → ℝ) (d R : ℝ) : ℝ := f (max (n R) d)
```

and the step $S(R)$, equal to $f(d)$ when $n(R)\ge d$ and zero otherwise.

```lean
/-- A step of height `f d`, switched on where the density is at least `d`. -/
def thresholdStep (f n : ℝ → ℝ) (d R : ℝ) : ℝ := if d ≤ n R then f d else 0
```

All quantities are real, and $d$ may have any sign. From part (d) on, $f$ and $n$ are continuously differentiable on the whole real line, written `ContDiff ℝ 1`. An expression that is singular at zero density can still be treated for $d>0$: $E$ uses only densities of at least $d$, so $f$ may be continued smoothly below $d$. Since $f$ depends on the density alone, the model has the form of a local functional; gradient dependence, or a quadrature weight that changes with $R$, would need further arguments.

## (a) Separating the jump from the continuous part

**Task.** Show that for every $R$
$$E(R)=\bar E(R)+S(R)-f(d).$$

**Solution.** If $n(R)\ge d$, the maximum is $n(R)$, and the right side is $f(n(R))+f(d)-f(d)=f(n(R))$. If $n(R)<d$, the maximum is $d$, and the right side is $f(d)+0-f(d)=0$. Both agree with $E(R)$.

In the code, `split_ifs` makes the same two cases and `ring` does the cancellation.

```lean
/-- The thresholded energy is the clamped energy plus the step, up to the constant `f d`. -/
theorem cutEnergy_eq (f n : ℝ → ℝ) (d R : ℝ) :
    cutEnergy f n d R = clampedEnergy f n d R + thresholdStep f n d R - f d := by
  unfold cutEnergy clampedEnergy thresholdStep
  split_ifs with h
  · rw [max_eq_left h]; ring
  · rw [max_eq_right (not_le.mp h).le]; ring
```

## (b) The slope of the clamped energy

**Task.** Let $f$ and $n$ be differentiable. Show that wherever $n(R)\ne d$
$$\bar E'(R)=s(R).$$

**Solution.** Since $n$ is continuous, a strict inequality at $R$ persists in a neighbourhood. If $n(R)<d$, then $\bar E=f(d)$ throughout that neighbourhood, so the slope is zero. If $n(R)>d$, then $\bar E=f\circ n$ nearby, and the chain rule gives $f'(n(R))\,n'(R)$. These are the two values of $s(R)$.

`HasDerivAt` states that the derivative exists and has the given value. The neighbourhood is `ev`, the local formula is `e`, and `congr_of_eventuallyEq` carries the derivative over.

```lean
variable {f n : ℝ → ℝ} {d : ℝ}

/-- For differentiable `f` and `n`, the clamped energy has the analytic slope at every point
where the density differs from `d`. -/
theorem hasDerivAt_clampedEnergy (hf : Differentiable ℝ f) (hn : Differentiable ℝ n)
    {R : ℝ} (hR : n R ≠ d) :
    HasDerivAt (clampedEnergy f n d) (analyticSlope f n d R) R := by
  rcases lt_or_gt_of_ne hR with h | h
  · -- below the threshold the clamped energy is locally constant
    have ev : ∀ᶠ y in 𝓝 R, n y < d :=
      (isOpen_lt hn.continuous continuous_const).mem_nhds h
    have e : clampedEnergy f n d =ᶠ[𝓝 R] fun _ => f d := by
      filter_upwards [ev] with y hy
      simp only [clampedEnergy, max_eq_right hy.le]
    rw [analyticSlope, if_neg (not_le.mpr h)]
    exact (hasDerivAt_const R (f d)).congr_of_eventuallyEq e
  · -- above the threshold the chain rule applies
    have ev : ∀ᶠ y in 𝓝 R, d < n y :=
      (isOpen_lt continuous_const hn.continuous).mem_nhds h
    have e : clampedEnergy f n d =ᶠ[𝓝 R] fun y => f (n y) := by
      filter_upwards [ev] with y hy
      simp only [clampedEnergy, max_eq_left hy.le]
    have hc : HasDerivAt (fun y => f (n y)) (deriv f (n R) * deriv n R) R :=
      HasDerivAt.comp R (hf (n R)).hasDerivAt (hn R).hasDerivAt
    rw [analyticSlope, if_pos (le_of_lt h)]
    exact hc.congr_of_eventuallyEq e
```

## (c) The slope of the program's energy

**Task.** Under the same assumptions, show that wherever $n(R)\ne d$
$$E'(R)=s(R).$$

**Solution.** Near such an $R$ the density stays on one side of $d$, so $S$ is locally constant and $S'(R)=0$. Differentiating the identity in (a) and using (b),
$$E'(R)=\bar E'(R)+S'(R)-0=s(R).$$

The proof obtains $S'(R)=0$ as `hs`, rewrites $E$ by (a), and adds the derivatives.

```lean
/-- For differentiable `f` and `n`, the thresholded energy has the analytic slope at every point
where the density differs from `d`. -/
theorem hasDerivAt_cutEnergy (hf : Differentiable ℝ f) (hn : Differentiable ℝ n)
    {R : ℝ} (hR : n R ≠ d) :
    HasDerivAt (cutEnergy f n d) (analyticSlope f n d R) R := by
  -- the step is locally constant, so it is invisible to the slope
  have hs : HasDerivAt (thresholdStep f n d) 0 R := by
    rcases lt_or_gt_of_ne hR with h | h
    · have ev : ∀ᶠ y in 𝓝 R, n y < d :=
        (isOpen_lt hn.continuous continuous_const).mem_nhds h
      refine (hasDerivAt_const R (0 : ℝ)).congr_of_eventuallyEq ?_
      filter_upwards [ev] with y hy
      exact if_neg (not_le.mpr hy)
    · have ev : ∀ᶠ y in 𝓝 R, d < n y :=
        (isOpen_lt continuous_const hn.continuous).mem_nhds h
      refine (hasDerivAt_const R (f d)).congr_of_eventuallyEq ?_
      filter_upwards [ev] with y hy
      exact if_pos (le_of_lt hy)
  have e : cutEnergy f n d =
      fun y => clampedEnergy f n d y + thresholdStep f n d y - f d :=
    funext (cutEnergy_eq f n d)
  rw [e]
  exact (((hasDerivAt_clampedEnergy hf hn hR).fun_add hs).sub_const (f d)).congr_deriv
    (add_zero _)
```

## (d) Integrating across the cutoff

**Task.** For continuously differentiable $f$ and $n$, show that $s$ is integrable between any two endpoints:
$$\left|\int_a^b |s(R)|\,dR\right|<\infty.$$

**Solution.** The function $g(R)=f'(n(R))\,n'(R)$ is continuous, hence integrable over a bounded interval. The set where $n(R)\ge d$ is closed, hence measurable. The slope $s$ equals $g$ on this set and zero elsewhere, so it is measurable and $|s|\le|g|$.

The code writes $s$ as an `indicator` times $g$ and uses the fact that restricting an integrable function to a measurable set keeps it integrable.

```lean
/-- For C1 functions `f` and `n`, the analytic slope is integrable over every bounded interval. -/
theorem intervalIntegrable_analyticSlope (hf : ContDiff ℝ 1 f) (hn : ContDiff ℝ 1 n)
    (a b : ℝ) : IntervalIntegrable (analyticSlope f n d) volume a b := by
  have hg : Continuous fun R => deriv f (n R) * deriv n R :=
    ((hf.continuous_deriv (by simp)).comp hn.continuous).mul (hn.continuous_deriv (by simp))
  have hs : MeasurableSet {R | d ≤ n R} :=
    (isClosed_le continuous_const hn.continuous).measurableSet
  have e : analyticSlope f n d =
      {R | d ≤ n R}.indicator fun R => deriv f (n R) * deriv n R := by
    funext R
    by_cases h : d ≤ n R <;> simp [analyticSlope, Set.indicator, h]
  have hi := hg.intervalIntegrable (μ := volume) a b
  rw [e]
  exact ⟨Integrable.indicator hi.1 hs, Integrable.indicator hi.2 hs⟩
```

## (e) The defect for a general density profile

**Task.** Let $a\le b$, and suppose $n(R)=d$ at no more than countably many points of $[a,b]$. Show that
$$E(b)-E(a)-\int_a^b E'(R)\,dR=S(b)-S(a).$$

**Solution.** Countably many points have measure zero, so (c) allows $E'$ to be replaced by $s$ under the integral. The clamped energy is continuous and has slope $s$ away from the crossings. With finitely many crossings, split the interval there and apply the fundamental theorem on each part; by continuity of $\bar E$ the contributions telescope. A version of the theorem that allows countably many exceptional points covers the general case. Thus
$$\int_a^b E'(R)\,dR=\int_a^b s(R)\,dR=\bar E(b)-\bar E(a).$$
By (a), $E(b)-E(a)=\bar E(b)-\bar E(a)+S(b)-S(a)$, and subtraction gives the result.

Here `hI` is the replacement under the integral and `key` is the fundamental theorem for $\bar E$. Lean's `deriv` is zero where no derivative exists, but these values occur only at crossings and do not affect the integral. The countability hypothesis excludes a density that rests at $d$ over a whole interval.

```lean
/-- For C1 functions `f` and `n` and a path that meets the threshold at countably many points,
the energy difference minus the integrated pointwise slope is the change of the step. -/
theorem energy_defect (hf : ContDiff ℝ 1 f) (hn : ContDiff ℝ 1 n) {a b : ℝ} (hab : a ≤ b)
    (hc : (Icc a b ∩ {R | n R = d}).Countable) :
    cutEnergy f n d b - cutEnergy f n d a - ∫ R in a..b, deriv (cutEnergy f n d) R =
      thresholdStep f n d b - thresholdStep f n d a := by
  have hf' : Differentiable ℝ f := hf.differentiable (by simp)
  have hn' : Differentiable ℝ n := hn.differentiable (by simp)
  -- the crossings have measure zero
  have hI : ∫ R in a..b, deriv (cutEnergy f n d) R = ∫ R in a..b, analyticSlope f n d R := by
    apply intervalIntegral.integral_congr_ae
    filter_upwards [compl_mem_ae_iff.mpr (hc.measure_zero volume)] with R hR hmem
    rw [Set.uIoc_of_le hab] at hmem
    exact (hasDerivAt_cutEnergy hf' hn' fun h => hR ⟨Ioc_subset_Icc_self hmem, h⟩).deriv
  -- the clamped energy is continuous, so the fundamental theorem applies to it
  have hG : Continuous (clampedEnergy f n d) :=
    hf.continuous.comp (hn.continuous.max continuous_const)
  have key := integral_eq_of_hasDerivAt_off_countable_of_le (clampedEnergy f n d)
    (analyticSlope f n d) hab hc hG.continuousOn
    (fun R hR => hasDerivAt_clampedEnergy hf' hn'
      fun h => hR.2 ⟨Ioo_subset_Icc_self hR.1, h⟩)
    (intervalIntegrable_analyticSlope hf hn a b)
  rw [hI, key, cutEnergy_eq f n d b, cutEnergy_eq f n d a]
  ring
```

## (f) One upward crossing

**Task.** Let $n$ increase strictly on $[a,b]$, with $n(a)<d\le n(b)$. Show that
$$E(b)-E(a)-\int_a^b E'(R)\,dR=f(d).$$

**Solution.** A strictly increasing function takes the value $d$ at most once, so (e) applies. At the endpoints $S(a)=0$ and $S(b)=f(d)$, and their difference is $f(d)$.

`StrictMonoOn n (Icc a b)` expresses the monotonicity. The code derives from it that the crossing set is a `Subsingleton`, then evaluates the two steps. The upper endpoint may lie exactly at the threshold, because the energy is already switched on there.

```lean
/-- If `f` and `n` are C1 and the density increases strictly on `[a, b]` from below `d` to at
least `d`, the energy difference exceeds the integrated pointwise slope by exactly `f d`. -/
theorem energy_jump (hf : ContDiff ℝ 1 f) (hn : ContDiff ℝ 1 n) {a b : ℝ} (hab : a ≤ b)
    (hmono : StrictMonoOn n (Icc a b)) (ha : n a < d) (hb : d ≤ n b) :
    cutEnergy f n d b - cutEnergy f n d a - ∫ R in a..b, deriv (cutEnergy f n d) R = f d := by
  -- a strictly increasing density meets the threshold at most once
  have hs : (Icc a b ∩ {R | n R = d}).Subsingleton := fun x hx y hy =>
    hmono.injOn hx.1 hy.1 ((show n x = d from hx.2).trans (show n y = d from hy.2).symm)
  rw [energy_defect hf hn hab hs.finite.countable, thresholdStep, thresholdStep,
    if_pos hb, if_neg (not_le.mpr ha), sub_zero]
```

## (g) When slopes and energies agree

**Task.** In the situation of (f), show that
$$E(b)-E(a)=\int_a^b E'(R)\,dR\quad\Longleftrightarrow\quad f(d)=0.$$

**Solution.** By (f) the left side minus the right side of the first equation is $f(d)$. The equation therefore holds exactly when $f(d)$ vanishes. `linarith` performs this rearrangement in both directions.

```lean
/-- For C1 functions `f` and `n`, with the density increasing strictly on `[a, b]` from below `d`
to at least `d`, the integrated slope reproduces the energy difference exactly when `f d = 0`. -/
theorem slope_consistent_iff (hf : ContDiff ℝ 1 f) (hn : ContDiff ℝ 1 n) {a b : ℝ}
    (hab : a ≤ b) (hmono : StrictMonoOn n (Icc a b)) (ha : n a < d) (hb : d ≤ n b) :
    cutEnergy f n d b - cutEnergy f n d a = ∫ R in a..b, deriv (cutEnergy f n d) R ↔
      f d = 0 := by
  have h := energy_jump hf hn hab hmono ha hb
  constructor <;> intro h' <;> linarith
```

## (h) Drift of the total energy

**Task.** A particle has position $x(t)$, continuous velocity $v(t)$ and mass parameter $m$. For $t_0\le t_1$, suppose $n(x(t))=d$ at no more than countably many times in $[t_0,t_1]$. At all other interior times $v$ has derivative $\alpha(t)$, with $m\alpha(t)=-s(x(t))$. Show that
$$\left[\tfrac m2v(t)^2+E(x(t))\right]_{t_0}^{t_1}=S(x(t_1))-S(x(t_0)).$$

**Solution.** Put $H(t)=\tfrac m2v(t)^2+\bar E(x(t))$. Away from crossings, (b) and the chain rule give
$$H'(t)=m\,v(t)\alpha(t)+s(x(t))\,v(t)=v(t)\bigl(m\alpha(t)+s(x(t))\bigr)=0.$$
Since $H$ is continuous and the exceptional times are countable, $H(t_1)=H(t_0)$. By (a), the total energy is $H(t)+S(x(t))-f(d)$, so it changes by the change of $S$.

In Lean `acc` is $\alpha$, and `newton` is the equation of motion. The fundamental theorem is applied to $H$ with derivative zero, and the final `linear_combination` restores $E$ through (a).

The continuous velocity is a physical assumption: the particle receives no impulse at the jump. The trajectory is given, not constructed, and time is continuous, so there is no integrator error. For this one-coordinate, single-grid-point model of molecular dynamics, a trajectory that starts below the threshold and ends above it changes its total energy by $f(d)$, while one that ends on the side where it started has no net drift.

```lean
/-- Let `f` and `n` be C1, and let a particle with continuous velocity obey Newton's equation with
the analytic force except at threshold crossings, which occur at countably many times. Its kinetic
plus thresholded energy then changes by the change of the step. -/
theorem total_energy_drift (hf : ContDiff ℝ 1 f) (hn : ContDiff ℝ 1 n)
    {x v acc : ℝ → ℝ} {m t₀ t₁ : ℝ} (ht : t₀ ≤ t₁)
    (hx : ∀ t ∈ Icc t₀ t₁, HasDerivAt x (v t) t) (hv : ContinuousOn v (Icc t₀ t₁))
    (hc : (Icc t₀ t₁ ∩ {t | n (x t) = d}).Countable)
    (hacc : ∀ t ∈ Ioo t₀ t₁, n (x t) ≠ d → HasDerivAt v (acc t) t)
    (newton : ∀ t ∈ Ioo t₀ t₁, n (x t) ≠ d → m * acc t = -analyticSlope f n d (x t)) :
    (m / 2 * v t₁ ^ 2 + cutEnergy f n d (x t₁)) -
      (m / 2 * v t₀ ^ 2 + cutEnergy f n d (x t₀)) =
      thresholdStep f n d (x t₁) - thresholdStep f n d (x t₀) := by
  have hG : Continuous (clampedEnergy f n d) :=
    hf.continuous.comp (hn.continuous.max continuous_const)
  have hxc : ContinuousOn x (Icc t₀ t₁) :=
    fun t h => (hx t h).continuousAt.continuousWithinAt
  -- kinetic plus clamped energy is continuous and stationary off the crossings
  have key := integral_eq_of_hasDerivAt_off_countable_of_le
    (fun t => m / 2 * (v t * v t) + clampedEnergy f n d (x t)) (fun _ => (0 : ℝ)) ht hc
    ((continuousOn_const.mul (hv.mul hv)).add (hG.comp_continuousOn hxc))
    (fun t h => by
      have hne : n (x t) ≠ d := fun e => h.2 ⟨Ioo_subset_Icc_self h.1, e⟩
      have h1 := hacc t h.1 hne
      have h2 : HasDerivAt (fun s => clampedEnergy f n d (x s))
          (analyticSlope f n d (x t) * v t) t := by
        have h0 : HasDerivAt (clampedEnergy f n d) (analyticSlope f n d (x t)) (x t) :=
          hasDerivAt_clampedEnergy (hf.differentiable (by simp))
            (hn.differentiable (by simp)) hne
        have h3 := h0.comp t (hx t (Ioo_subset_Icc_self h.1))
        exact h3
      refine (((h1.fun_mul h1).const_mul (m / 2)).fun_add h2).congr_deriv ?_
      linear_combination v t * newton t h.1 hne)
    (continuous_const.intervalIntegrable _ _)
  simp only [intervalIntegral.integral_zero] at key
  linear_combination cutEnergy_eq f n d (x t₁) - cutEnergy_eq f n d (x t₀) - key

end

end DensityThreshold
```

```lean
#print axioms DensityThreshold.energy_jump
#print axioms DensityThreshold.slope_consistent_iff
#print axioms DensityThreshold.total_energy_drift
```

```
'DensityThreshold.energy_jump' depends on axioms: [propext, Classical.choice, Quot.sound]
'DensityThreshold.slope_consistent_iff' depends on axioms: [propext, Classical.choice, Quot.sound]
'DensityThreshold.total_energy_drift' depends on axioms: [propext, Classical.choice, Quot.sound]
```
